# The signal of undamped lines with strengths a_j ≥ 0 and frequencies w_j differs from that of one line of the same total strength at their centroid c by at most (t²/2) Σ_j a_j (w_j − c)²

## Signal, centroid and spread

Lines are labelled by j in a finite index type `ι`, with real strengths a_j and real frequencies w_j; a second multiplet uses `κ`. Time t is real, and frequencies are angular.

In Lean 4 with Mathlib:

```lean
import Mathlib

open Real Filter Topology

namespace RealTimeMultiplet

noncomputable section

variable {ι κ : Type*} [Fintype ι] [Fintype κ]
```

After a weak kick at t = 0, the induced dipole is modelled by undamped sines:

S(t) = Σ_j a_j sin(w_j t)

The kick strength and other prefactors are absorbed into a_j. For the dipole component along the kick and w_j > 0, a_j is proportional to the oscillator strength divided by w_j, not to the oscillator strength itself. Damping, continua and nonlinear response are left out, and the line data are given, not derived from the Kohn–Sham equations.

```lean
/-- The real-time signal of finitely many undamped lines with strengths `a j` and
frequencies `w j`. -/
def dipoleSignal (a w : ι → ℝ) (t : ℝ) : ℝ := ∑ j, a j * sin (w j * t)
```

The total strength is A = Σ_j a_j.

```lean
/-- The total strength of the lines. -/
def totalStrength (a : ι → ℝ) : ℝ := ∑ j, a j
```

A centroid is a frequency c that satisfies

A c = Σ_j a_j w_j.

This form avoids division. If A = 0, either every c satisfies it or none does.

```lean
/-- The frequency `c` is a centroid of the lines: the total strength placed at `c` has the
same first moment as the lines themselves. -/
def IsCentroid (a w : ι → ℝ) (c : ℝ) : Prop := totalStrength a * c = ∑ j, a j * w j
```

The spread about c is

V(c) = Σ_j a_j (w_j − c)².

It is not normalised: for nonnegative strengths with A > 0 and c the centroid, the strength-weighted variance of the line frequencies is V(c)/A.

```lean
/-- The second moment of the lines about the frequency `c`, weighted by strength. -/
def spread (a w : ι → ℝ) (c : ℝ) : ℝ := ∑ j, a j * (w j - c) ^ 2
```

When A ≠ 0, dividing by A gives the usual weighted mean.

```lean
/-- For nonzero total strength, the centroid is the strength-weighted mean frequency. -/
theorem isCentroid_iff (a w : ι → ℝ) (c : ℝ) (hA : totalStrength a ≠ 0) :
    IsCentroid a w c ↔ c = (∑ j, a j * w j) / totalStrength a := by
  unfold IsCentroid
  rw [eq_div_iff hA]
  constructor <;> intro h <;> linarith
```

## The sine and its tangent line

For real x and y, the claim is

|sin x − sin y − (x − y) cos y| ≤ (x − y)²/2.

Take x = y + s with s > 0, and set

f(r) = r²/2 − sin(y + r) + r cos y,
f′(r) = r − cos(y + r) + cos y.

The function r − cos(y + r) has derivative 1 + sin(y + r) ≥ 0, so it is at least its value −cos y at r = 0 whenever r ≥ 0. Hence f′(r) ≥ 0 there. The mean value theorem gives f(s) ≥ f(0) = −sin y, which is the upper bound (`up`). Replacing y by y + π reverses the signs of sine and cosine and supplies the lower bound (`two`). For x < y, apply the result at −y with s = y − x and use the parity of sine and cosine; x = y is immediate.

```lean
/-- The sine departs from its tangent line at `y` by at most half the squared distance
from `y`. -/
theorem sin_tangent_bound (x y : ℝ) :
    |sin x - sin y - (x - y) * cos y| ≤ (x - y) ^ 2 / 2 := by
  -- upper bound to the right of the point of tangency
  have up : ∀ y s : ℝ, 0 < s → sin (y + s) - sin y - s * cos y ≤ s ^ 2 / 2 := by
    intro y s hs
    have hg : ∀ r : ℝ, HasDerivAt (fun r : ℝ => r - cos (y + r)) (1 + sin (y + r)) r := by
      intro r
      have h1 : HasDerivAt (fun r : ℝ => y + r) 1 r := (hasDerivAt_id' r).const_add y
      exact ((hasDerivAt_id' r).fun_sub h1.cos).congr_deriv (by ring)
    have mono : Monotone (fun r : ℝ => r - cos (y + r)) :=
      monotone_of_deriv_nonneg (fun r => (hg r).differentiableAt) (fun r => by
        rw [(hg r).deriv]
        linarith [neg_one_le_sin (y + r)])
    have hf : ∀ r : ℝ, HasDerivAt (fun r : ℝ => r * r / 2 - (sin (y + r) - r * cos y))
        (r - (cos (y + r) - cos y)) r := by
      intro r
      have h1 : HasDerivAt (fun r : ℝ => y + r) 1 r := (hasDerivAt_id' r).const_add y
      have h2 := ((hasDerivAt_id' r).fun_mul (hasDerivAt_id' r)).div_const 2
      have h3 := h1.sin.fun_sub ((hasDerivAt_id' r).mul_const (cos y))
      exact (h2.fun_sub h3).congr_deriv (by ring)
    obtain ⟨r, hr, he⟩ := exists_hasDerivAt_eq_slope
      (fun r : ℝ => r * r / 2 - (sin (y + r) - r * cos y))
      (fun r : ℝ => r - (cos (y + r) - cos y)) hs
      (fun x _ => (hf x).continuousAt.continuousWithinAt) (fun x _ => hf x)
    have hm : 0 - cos (y + 0) ≤ r - cos (y + r) := mono hr.1.le
    rw [add_zero] at hm
    have hp : 0 ≤ r - (cos (y + r) - cos y) := by linarith
    simp only [add_zero, sub_zero] at he
    rw [eq_div_iff hs.ne'] at he
    have hq := mul_nonneg hp hs.le
    nlinarith [hq, he]
  -- a phase shift by π turns the upper bound into the lower one
  have two : ∀ y s : ℝ, 0 < s → |sin (y + s) - sin y - s * cos y| ≤ s ^ 2 / 2 := by
    intro y s hs
    have h := up (y + π) s hs
    rw [show y + π + s = (y + s) + π by ring, sin_add_pi, sin_add_pi, cos_add_pi] at h
    exact abs_le.mpr ⟨by linarith, up y s hs⟩
  rcases lt_trichotomy x y with hxy | hxy | hxy
  · have h := two (-y) (y - x) (by linarith)
    rw [show -y + (y - x) = -x by ring, sin_neg, sin_neg, cos_neg] at h
    rw [abs_le] at h ⊢
    constructor <;> linarith [h.1, h.2]
  · simp [hxy]
  · have h := two y (x - y) (by linarith)
    rwa [show y + (x - y) = x by ring] at h
```

## Expansion about a reference frequency

For any c, collecting terms gives the identity called `key`:

S(t) − A sin(ct) − t (Σ_j a_j w_j − A c) cos(ct)
= Σ_j a_j [sin(w_j t) − sin(ct) − (w_j t − ct) cos(ct)].

By the triangle inequality and the tangent bound, the right side has absolute value at most

(t²/2) Σ_j |a_j| (w_j − c)².

Strengths of either sign are allowed here, which is why the spread is taken with |a_j|.

```lean
/-- Expansion of the signal about a single line at any frequency `c`: the linear term is set by the
mismatch of first moments, and the remainder is at most `t ^ 2 / 2` times the spread taken with the
absolute strengths. -/
theorem signal_expansion (a w : ι → ℝ) (c t : ℝ) :
    |dipoleSignal a w t - totalStrength a * sin (c * t)
        - t * (∑ j, a j * w j - totalStrength a * c) * cos (c * t)|
      ≤ t ^ 2 / 2 * spread (fun j => |a j|) w c := by
  have key : dipoleSignal a w t - totalStrength a * sin (c * t)
        - t * (∑ j, a j * w j - totalStrength a * c) * cos (c * t)
      = ∑ j, a j * (sin (w j * t) - sin (c * t) - (w j * t - c * t) * cos (c * t)) := by
    simp only [dipoleSignal, totalStrength, Finset.sum_mul, Finset.mul_sum,
      ← Finset.sum_sub_distrib]
    exact Finset.sum_congr rfl (fun j _ => by ring)
  rw [key, spread, Finset.mul_sum]
  refine (Finset.abs_sum_le_sum_abs _ _).trans (Finset.sum_le_sum fun j _ => ?_)
  rw [abs_mul]
  exact (mul_le_mul_of_nonneg_left (sin_tangent_bound (w j * t) (c * t))
    (abs_nonneg (a j))).trans_eq (by ring)
```

At a centroid the linear term vanishes. If also a_j ≥ 0, then |a_j| = a_j, and for every t

|S(t) − A sin(ct)| ≤ (t²/2) V(c).

```lean
/-- For nonnegative strengths, the signal of a multiplet differs from that of one line of the
same total strength at its centroid by at most `t ^ 2 / 2` times the spread. -/
theorem multiplet_near_centroid_line (a w : ι → ℝ) (c : ℝ) (ha : ∀ j, 0 ≤ a j)
    (hc : IsCentroid a w c) (t : ℝ) :
    |dipoleSignal a w t - totalStrength a * sin (c * t)| ≤ t ^ 2 / 2 * spread a w c := by
  have h := signal_expansion a w c t
  have hc' : totalStrength a * c = ∑ j, a j * w j := hc
  have habs : (fun j => |a j|) = a := funext fun j => abs_of_nonneg (ha j)
  -- the linear term vanishes at the centroid
  rw [← hc', sub_self, mul_zero, zero_mul, sub_zero, habs] at h
  exact h
```

For example, take two lines of strength 1/2 at frequencies 0.9 and 1.1. Then A = 1, c = 1 and V(c) = 0.01. At t = 1,

S(1) = sin(1) cos(0.1),
|S(1) − sin(1)| = sin(1) (1 − cos(0.1)) ≈ 0.0042,

and the bound is 0.005.

In real-time TDDFT, for a signal made of finitely many undamped lines with nonnegative strengths, consider a propagation over 0 ≤ t ≤ T. If (T²/2) V(c) does not exceed a given tolerance, the signal stays within that tolerance of the centroid line's signal at every time of the propagation. This does not make the two signals identical, so noiseless data may still tell them apart.

For two multiplets with nonnegative strengths and the same A and c, the bound compares both with the same single line, so their signals differ by at most the sum of the two bounds.

```lean
/-- Two multiplets with nonnegative strengths, equal total strength and a common centroid have
signals that differ by at most `t ^ 2 / 2` times the sum of their spreads. -/
theorem multiplets_near_each_other (a w : ι → ℝ) (b v : κ → ℝ) (c : ℝ)
    (ha : ∀ j, 0 ≤ a j) (hb : ∀ k, 0 ≤ b k) (hA : totalStrength b = totalStrength a)
    (hc : IsCentroid a w c) (hc' : IsCentroid b v c) (t : ℝ) :
    |dipoleSignal a w t - dipoleSignal b v t|
      ≤ t ^ 2 / 2 * (spread a w c + spread b v c) := by
  have h1 := multiplet_near_centroid_line a w c ha hc t
  have h2 := multiplet_near_centroid_line b v c hb hc' t
  rw [hA] at h2
  rw [abs_le] at h1 h2 ⊢
  constructor <;> linarith [h1.1, h1.2, h2.1, h2.2]
```

## A quadratic match fixes the frequency

Conversely, suppose that |S(t) − A sin(ct)| ≤ K t² for 0 < t < T. Write L = Σ_j a_j w_j − A c and M = K + (1/2) Σ_j |a_j| (w_j − c)². Combining the assumption with the expansion gives |t L cos(ct)| ≤ M t², and dividing by t > 0,

|L cos(ct)| ≤ M t.

Letting t → 0 from the right gives |L| ≤ 0, so c is a centroid; when A ≠ 0, this determines c. The strengths may have either sign.

```lean
/-- Converse: if one line of the same total strength at frequency `c` reproduces the signal
up to an error `K * t ^ 2` on some initial time interval, then `c` is a centroid. -/
theorem centroid_of_quadratic_match (a w : ι → ℝ) (c K T : ℝ) (hT : 0 < T)
    (h : ∀ t, 0 < t → t < T →
      |dipoleSignal a w t - totalStrength a * sin (c * t)| ≤ K * t ^ 2) :
    IsCentroid a w c := by
  let L : ℝ := ∑ j, a j * w j - totalStrength a * c
  let M : ℝ := K + spread (fun j => |a j|) w c / 2
  -- the linear term is itself bounded quadratically; divide by the time
  have hb : ∀ t, 0 < t → t < T → |L * cos (c * t)| ≤ M * t := by
    intro t h0 h1
    have e1 := h t h0 h1
    have e2 : |dipoleSignal a w t - totalStrength a * sin (c * t) - t * L * cos (c * t)|
      ≤ t ^ 2 / 2 * spread (fun j => |a j|) w c := signal_expansion a w c t
    have e3 : |t * (L * cos (c * t))| ≤ t * (M * t) := by
      have hM : t * (M * t) = K * t ^ 2 + t ^ 2 / 2 * spread (fun j => |a j|) w c := by
        simp only [M]
        ring
      rw [hM]
      rw [abs_le] at e1 e2 ⊢
      constructor <;> linarith [e1.1, e1.2, e2.1, e2.2]
    rw [abs_mul, abs_of_pos h0] at e3
    exact le_of_mul_le_mul_left e3 h0
  -- let the time tend to zero
  have c1 : Continuous (fun t : ℝ => |L * cos (c * t)|) :=
    (by fun_prop : Continuous (fun t : ℝ => L * cos (c * t))).abs
  have c2 : Continuous (fun t : ℝ => M * t) := by fun_prop
  have hl : |L * cos (c * 0)| ≤ M * 0 :=
    le_of_tendsto_of_tendsto ((c1.tendsto 0).mono_left nhdsWithin_le_nhds)
      ((c2.tendsto 0).mono_left (nhdsWithin_le_nhds (s := Set.Ioi 0))) (by
        filter_upwards [Ioo_mem_nhdsGT hT] with t ht
        exact hb t ht.1 ht.2)
  rw [mul_zero, mul_zero, cos_zero, mul_one] at hl
  have hL : ∑ j, a j * w j - totalStrength a * c = 0 := abs_nonpos_iff.mp hl
  unfold IsCentroid
  linarith
```

## Why the constant is 1/2

Consider a symmetric doublet at c − d and c + d.

```lean
/-- The frequencies of a symmetric doublet at distance `d` on either side of `c`. -/
def doublet (c d : ℝ) : Fin 2 → ℝ := ![c - d, c + d]
```

Put c = π/2, with both strengths 1/2, and measure time in units of the observation time, so t = 1. Then A = 1, V(c) = d² and

S(1) = [sin(π/2 − d) + sin(π/2 + d)]/2 = cos d,

so the error is 1 − cos d. Given K < 1/2, choose d = min(1, 1/2 − K). The cosine estimate for 0 < d ≤ 1 gives

1 − cos d ≥ d²/2 − 5d⁴/96.

Since (1/2 − K) d² ≥ d³ ≥ d⁴ > 5d⁴/96, the error exceeds K d². Optimality thus concerns a constant valid for all multiplets and times; for one fixed multiplet and its centroid line the error is at most of order t³ as t → 0.

```lean
/-- The constant `1 / 2` is optimal: for every smaller `K` some doublet of two lines of
strength `1 / 2` about the centroid `π / 2` violates the bound with `K` at time `1`. -/
theorem half_is_sharp (K : ℝ) (hK : K < 1 / 2) :
    ∃ d > 0, IsCentroid (fun _ => 1 / 2) (doublet (π / 2) d) (π / 2) ∧
      K * (1 : ℝ) ^ 2 * spread (fun _ => 1 / 2) (doublet (π / 2) d) (π / 2) <
        |dipoleSignal (fun _ => 1 / 2) (doublet (π / 2) d) 1
          - totalStrength (fun _ : Fin 2 => 1 / 2) * sin (π / 2 * 1)| := by
  obtain ⟨d, hd, hd1, hd2⟩ : ∃ d : ℝ, 0 < d ∧ d ≤ 1 ∧ d ≤ 1 / 2 - K :=
    ⟨min 1 (1 / 2 - K), lt_min one_pos (by linarith), min_le_left _ _, min_le_right _ _⟩
  have w0 : doublet (π / 2) d 0 = π / 2 - d := rfl
  have w1 : doublet (π / 2) d 1 = π / 2 + d := rfl
  have s1 : sin (π / 2 + d) = cos d := by rw [sin_add]; simp
  have hA : totalStrength (fun _ : Fin 2 => (1 / 2 : ℝ)) = 1 := by
    rw [totalStrength, Fin.sum_univ_two]
    norm_num
  have hS : dipoleSignal (fun _ => 1 / 2) (doublet (π / 2) d) 1 = cos d := by
    rw [dipoleSignal, Fin.sum_univ_two, w0, w1, mul_one, mul_one, sin_pi_div_two_sub, s1]
    ring
  have hV : spread (fun _ => 1 / 2) (doublet (π / 2) d) (π / 2) = d ^ 2 := by
    rw [spread, Fin.sum_univ_two, w0, w1]
    ring
  refine ⟨d, hd, ?_, ?_⟩
  · rw [IsCentroid, hA, Fin.sum_univ_two, w0, w1]
    ring
  · rw [hS, hV, hA, mul_one, sin_pi_div_two]
    refine lt_of_lt_of_le ?_ (neg_le_abs _)
    -- the quartic correction to the cosine is too small to close the gap
    have cb := (abs_le.mp (cos_bound (x := d) (by rw [abs_of_pos hd]; exact hd1))).2
    rw [abs_of_pos hd] at cb
    have h4 := mul_le_mul_of_nonneg_left hd1 (pow_pos hd 3).le
    have h3 := mul_le_mul_of_nonneg_left hd2 (sq_nonneg d)
    nlinarith [pow_pos hd 4]

end

end RealTimeMultiplet
```

```lean
#print axioms RealTimeMultiplet.multiplet_near_centroid_line
#print axioms RealTimeMultiplet.multiplets_near_each_other
#print axioms RealTimeMultiplet.centroid_of_quadratic_match
#print axioms RealTimeMultiplet.half_is_sharp
```

```
'RealTimeMultiplet.multiplet_near_centroid_line' depends on axioms: [propext, Classical.choice, Quot.sound]
'RealTimeMultiplet.multiplets_near_each_other' depends on axioms: [propext, Classical.choice, Quot.sound]
'RealTimeMultiplet.centroid_of_quadratic_match' depends on axioms: [propext, Classical.choice, Quot.sound]
'RealTimeMultiplet.half_is_sharp' depends on axioms: [propext, Classical.choice, Quot.sound]
```
